# A κ = −1 solution of the radial Dirac–Coulomb equations and its logarithmic α² correction

In atomic units, with α the fine-structure constant, take a point nucleus of charge Z with 0 < Zα < 1. The radial Dirac equations for κ = −1, which describes s₁/₂ states, are solved at total energy γ = √(1 − Z²α²), in units of the rest energy, by two proportional components, each a power of r times an exponential. Without a normalisation factor, the large component is r^γ exp(−Zr). At fixed r > 0, this function divided by r approaches the nonrelativistic exponential exp(−Zr) as α → 0⁺, and the α² term of the difference is proportional to ln(r) exp(−Zr). This term is unbounded as r → 0, so no finite linear combination of functions bounded near the nucleus reproduces it exactly.

## Radial equations and units

Atomic units are used, so the speed of light is c = 1/α, where α is the fine-structure constant, and α → 0⁺ at fixed Z is the nonrelativistic limit.

```lean
import Mathlib

open Filter Topology

namespace DiracCoulombGroundState

noncomputable section
```

The basic function has a real exponent s and a decay constant l:

g(r) = r^s exp(−l r)

```lean
/-- The radial function `r^s exp(-l r)` with real exponent `s` and decay constant `l`. -/
def slater (s l r : ℝ) : ℝ := r ^ s * Real.exp (-l * r)
```

The exponent of the relativistic solution is γ = √(1 − Z²α²), written `diracGamma Z α`.

```lean
/-- The relativistic exponent `γ = sqrt(1 - Z²α²)`. -/
def diracGamma (Z α : ℝ) : ℝ := Real.sqrt (1 - Z ^ 2 * α ^ 2)
```

The large component G and the small component F are the radial functions already multiplied by r, so G/r is what compares with a nonrelativistic orbital. Neither is normalised.

```lean
/-- The large component `G = r^γ exp(-Zr)`, not normalized. -/
def largeG (Z α : ℝ) : ℝ → ℝ := slater (diracGamma Z α) Z

/-- The small component `F = -(1-γ) G / (Zα)`. -/
def smallF (Z α r : ℝ) : ℝ := -((1 - diracGamma Z α) / (Z * α)) * largeG Z α r
```

The potential is −Z/r, and ε is the total energy, rest energy included, in units of the rest energy. The equations are

G′ = G/r + ((ε + 1)/α + Zα/r) F

F′ = −F/r − ((ε − 1)/α + Zα/r) G

`SolvesDirac Z α ε G F` says that at every r > 0 both derivatives exist and have these values. It imposes no condition at r = 0 or at infinity, so it expresses the differential equations and not a full eigenvalue problem. Finite nuclear size and other electrons are absent.

```lean
/-- The radial Dirac equations for `κ = -1` in the Coulomb field `-Z/r`, in atomic units with
`c = 1/α`; `ε` is the total energy in units of the rest energy. -/
def SolvesDirac (Z α ε : ℝ) (G F : ℝ → ℝ) : Prop :=
  ∀ r : ℝ, 0 < r →
    HasDerivAt G (G r / r + ((ε + 1) / α + Z * α / r) * F r) r ∧
    HasDerivAt F (-(F r / r) - ((ε - 1) / α + Z * α / r) * G r) r
```

## (a) Differentiating a power times an exponential

Show that for r > 0

g′(r) = (s/r − l) g(r)

The product rule gives

g′(r) = s r^(s−1) exp(−l r) − l r^s exp(−l r)

Since r^(s−1) = r^s/r, the common factor g(r) comes out and leaves s/r − l.

In the proof, `h1` and `h2` differentiate the two factors, `fun_mul` is the product rule, and `e` is the factoring.

```lean
/-- The logarithmic derivative of `r^s exp(-l r)` is `s/r - l`. -/
theorem hasDerivAt_slater (s l : ℝ) {r : ℝ} (hr : 0 < r) :
    HasDerivAt (slater s l) ((s / r - l) * slater s l r) r := by
  have h1 : HasDerivAt (fun x : ℝ => x ^ s) (s * r ^ (s - 1)) r :=
    Real.hasDerivAt_rpow_const (Or.inl hr.ne')
  have h0 : HasDerivAt (fun x : ℝ => -l * x) (-l) r :=
    ((hasDerivAt_id' r).const_mul (-l)).congr_deriv (mul_one _)
  have h2 : HasDerivAt (fun x : ℝ => Real.exp (-l * x)) (Real.exp (-l * r) * (-l)) r := h0.exp
  have e : s * r ^ (s - 1) * Real.exp (-l * r) + r ^ s * (Real.exp (-l * r) * (-l))
      = (s / r - l) * slater s l r := by
    rw [Real.rpow_sub_one hr.ne', slater]
    ring
  exact (h1.fun_mul h2).congr_deriv e
```

## (b) From differential equations to four numbers

Let G = g and F = q g with a constant q. Show that this pair solves the Dirac equations at energy ε exactly when

s − 1 = Zαq

−l = (ε + 1)q/α

q(s + 1) = −Zα

q l = (ε − 1)/α

Insert the pair, use (a), and divide by g(r), which is positive:

s/r − l = 1/r + ((ε + 1)/α + Zα/r) q

q(s/r − l) = −q/r − ((ε − 1)/α + Zα/r)

Each line has the form A/r + B = 0 for all r > 0. At r = 1 it reads A + B = 0, and at r = 2 it reads A/2 + B = 0, so A = B = 0. The first line has A = s − 1 − Zαq and B = −l − (ε + 1)q/α. The second has A = q(s + 1) + Zα and B = −q l + (ε − 1)/α. These are the four relations. Conversely, the relations make both lines true at every r, and multiplying by g(r) restores the differential equations.

In the code, `large` and `small` are the two divided lines, obtained because a function has only one derivative at a point (`unique`). The `linear_combination` steps then combine the values at r = 1 and r = 2.

```lean
/-- Two proportional components `r^s exp(-l r)` and `q r^s exp(-l r)` solve the Dirac equations
exactly when the constant terms and the `1/r` terms balance separately. -/
theorem solvesDirac_slater_iff (Z α ε s l q : ℝ) :
    SolvesDirac Z α ε (slater s l) (fun r => q * slater s l r) ↔
      s - 1 = Z * α * q ∧ -l = (ε + 1) * q / α ∧
      q * (s + 1) = -(Z * α) ∧ q * l = (ε - 1) / α := by
  constructor
  · intro h
    -- compare the two expressions for each derivative and cancel the common factor
    have large : ∀ r : ℝ, 0 < r →
        s / r - l = 1 / r + ((ε + 1) / α + Z * α / r) * q := by
      intro r hr
      have hg : slater s l r ≠ 0 := (mul_pos (Real.rpow_pos_of_pos hr s) (Real.exp_pos _)).ne'
      have e : (s / r - l) * slater s l r = slater s l r / r
          + ((ε + 1) / α + Z * α / r) * (q * slater s l r) :=
        (hasDerivAt_slater s l hr).unique (h r hr).1
      exact mul_right_cancel₀ hg (by linear_combination e)
    have small : ∀ r : ℝ, 0 < r →
        q * (s / r - l) = -(q / r) - ((ε - 1) / α + Z * α / r) := by
      intro r hr
      have hg : slater s l r ≠ 0 := (mul_pos (Real.rpow_pos_of_pos hr s) (Real.exp_pos _)).ne'
      have e : q * ((s / r - l) * slater s l r) = -(q * slater s l r / r)
          - ((ε - 1) / α + Z * α / r) * slater s l r :=
        ((hasDerivAt_slater s l hr).const_mul q).unique (h r hr).2
      exact mul_right_cancel₀ hg (by linear_combination e)
    -- two radii separate the constant terms from the `1/r` terms
    have e1 := large 1 one_pos
    have e2 := large 2 two_pos
    have e3 := small 1 one_pos
    have e4 := small 2 two_pos
    refine ⟨?_, ?_, ?_, ?_⟩
    · linear_combination 2 * e1 - 2 * e2
    · linear_combination 2 * e2 - e1
    · linear_combination 2 * e3 - 2 * e4
    · linear_combination e3 - 2 * e4
  · rintro ⟨h1, h2, h3, h4⟩ r hr
    have e1 : (s / r - l) * slater s l r = slater s l r / r
        + ((ε + 1) / α + Z * α / r) * (q * slater s l r) := by
      linear_combination slater s l r / r * h1 + slater s l r * h2
    have e2 : q * ((s / r - l) * slater s l r) = -(q * slater s l r / r)
        - ((ε - 1) / α + Z * α / r) * slater s l r := by
      linear_combination slater s l r / r * h3 - slater s l r * h4
    exact ⟨(hasDerivAt_slater s l hr).congr_deriv e1,
      ((hasDerivAt_slater s l hr).const_mul q).congr_deriv e2⟩
```

## (c) The explicit solution

For Z, α > 0 and Zα < 1, show that G = r^γ exp(−Zr) and F = −(1 − γ)G/(Zα) satisfy

G′ = G/r + ((γ + 1)/α + Zα/r) F

F′ = −F/r − ((γ − 1)/α + Zα/r) G

so that the energy is ε = γ.

Put s = ε = γ, l = Z and q = −(1 − γ)/(Zα) into the relations of (b). The first holds because Zαq = γ − 1. For the third, γ² = 1 − Z²α² gives

q(γ + 1) = −(1 − γ²)/(Zα) = −Zα

Dividing this by α gives the second, (γ + 1)q/α = −Z. The fourth is qZ = −(1 − γ)/α = (γ − 1)/α.

For a numerical instance, take Z = 1 and an artificially large α = 3/5. Then γ = 4/5 and q = −(1/5)/(3/5) = −1/3. In order, the two sides of the four relations are both −1/5, −1, −3/5 and −1/3.

If ∫(G² + F²) dr = 1 over r > 0 is wanted, both components are multiplied by N > 0. Because 1 + q² = 2/(1 + γ),

N² = (1 + γ)(2Z)^(2γ+1) / (2Γ(2γ + 1))

where Γ is the gamma function. This normalisation is a side computation and is not proved in Lean.

In the proof, `hγ` is the identity for γ², and `h3` is the third relation. After `generalize`, the letter `q` stands for the positive ratio (1 − γ)/(Zα), so `-q` there is the q used here.

```lean
/-- For `Z, α > 0` and `Zα < 1` the pair `G = r^γ exp(-Zr)`, `F = -(1-γ)G/(Zα)` solves the radial
Dirac equations with total energy `γ` in units of the rest energy. -/
theorem dirac_ground_state {Z α : ℝ} (hZ : 0 < Z) (hα : 0 < α) (h : Z * α < 1) :
    SolvesDirac Z α (diracGamma Z α) (largeG Z α) (smallF Z α) := by
  have hne : Z * α ≠ 0 := (mul_pos hZ hα).ne'
  have hγ : diracGamma Z α ^ 2 = 1 - Z ^ 2 * α ^ 2 := by
    have hle : (Z * α) ^ 2 ≤ 1 := pow_le_one₀ (mul_pos hZ hα).le h.le
    rw [mul_pow] at hle
    exact Real.sq_sqrt (by linarith)
  show SolvesDirac Z α (diracGamma Z α) (slater (diracGamma Z α) Z)
    (fun r => -((1 - diracGamma Z α) / (Z * α)) * slater (diracGamma Z α) Z r)
  rw [solvesDirac_slater_iff]
  have hq : (1 - diracGamma Z α) / (Z * α) * (Z * α) = 1 - diracGamma Z α :=
    div_mul_cancel₀ _ hne
  generalize (1 - diracGamma Z α) / (Z * α) = q at hq ⊢
  have h3 : -q * (diracGamma Z α + 1) = -(Z * α) :=
    mul_right_cancel₀ hne (by linear_combination -(diracGamma Z α + 1) * hq + hγ)
  refine ⟨by linear_combination hq, ?_, h3, ?_⟩
  · rw [eq_div_iff hα.ne']
    linear_combination -h3
  · rw [eq_div_iff hα.ne']
    linear_combination -hq
```

## (d) No other solution of this form with s > 0

Let Z, α, s > 0, and suppose that g and q g solve the Dirac equations at energy ε. Show that

s = γ, ε = γ, l = Z, q = −(1 − γ)/(Zα)

Multiply the first relation of (b) by s + 1 and use the third:

s² − 1 = Zαq(s + 1) = −Z²α²

Since s > 0, s = γ. Next, multiply the second relation by q and compare it with the fourth; then multiply the third by q and use the first:

ε − 1 = −(ε + 1)q²

q²(s + 1) = 1 − s

Multiplying the former by s + 1 and inserting the latter gives (ε − 1)(s + 1) = −(ε + 1)(1 − s), which expands to 2ε = 2s. The second and third relations now give l = −(s + 1)q/α = Z, and the first gives q = (s − 1)/(Zα).

The condition s > 0 makes both G and F tend to zero at the nucleus and excludes the root s = −γ. Zα < 1 is not assumed, since s² > 0 forces it. Uniqueness holds within this family of functions only; the theorem does not rank the level among other states. In the code, `k` and `m` are the two equations containing q².

```lean
/-- Any solution with components `r^s exp(-l r)` and `q r^s exp(-l r)`, `s > 0`, has
`s = γ`, energy `γ`, decay constant `Z` and amplitude ratio `-(1-γ)/(Zα)`. -/
theorem dirac_ansatz_unique {Z α ε s l q : ℝ} (hZ : 0 < Z) (hα : 0 < α) (hs : 0 < s)
    (h : SolvesDirac Z α ε (slater s l) (fun r => q * slater s l r)) :
    s = diracGamma Z α ∧ ε = diracGamma Z α ∧ l = Z ∧
      q = -((1 - diracGamma Z α) / (Z * α)) := by
  obtain ⟨h1, h2, h3, h4⟩ := (solvesDirac_slater_iff Z α ε s l q).1 h
  have h2' := (eq_div_iff hα.ne').1 h2
  have h4' := (eq_div_iff hα.ne').1 h4
  -- the `1/r` terms fix the exponent
  have hsq : s ^ 2 = 1 - Z ^ 2 * α ^ 2 := by linear_combination (s + 1) * h1 + Z * α * h3
  have hγ : diracGamma Z α = s := by rw [diracGamma, ← hsq, Real.sqrt_sq hs.le]
  -- the constant terms fix the energy and the decay constant
  have k : ε - 1 = -(ε + 1) * q ^ 2 := by linear_combination -h4' - q * h2'
  have m : q ^ 2 * (s + 1) = 1 - s := by linear_combination q * h3 + h1
  have hε : ε = s := by linear_combination (1 / 2) * (s + 1) * k - (1 / 2) * (ε + 1) * m
  rw [hγ]
  refine ⟨rfl, hε, mul_right_cancel₀ hα.ne' ?_, ?_⟩
  · linear_combination -h2' - h3 - q * hε
  · rw [← neg_div, eq_div_iff (mul_pos hZ hα).ne']
    linear_combination -h1
```

## (e) Leading coefficients in α² as derivatives

Let f have derivative f′ at 0. Show that, as α → 0⁺,

(f(α²) − f(0))/α² → f′

With w = α², the expression is the difference quotient (f(w) − f(0))/w. As α → 0⁺, w tends to 0 without being 0, so the quotient tends to the derivative.

In Lean, `𝓝[>] 0` is the approach from the right and `𝓝[≠] 0` the approach through nonzero values; `ht` takes the first to the second.

```lean
/-- The leading coefficient in `α²` of a quantity `f(α²)` is the derivative of `f` at zero. -/
theorem tendsto_alpha_sq {f : ℝ → ℝ} {f' : ℝ} (h : HasDerivAt f f' 0) :
    Tendsto (fun α : ℝ => (f (α ^ 2) - f 0) / α ^ 2) (𝓝[>] 0) (𝓝 f') := by
  have h0 : Tendsto (fun α : ℝ => α ^ 2) (𝓝 0) (𝓝 0) :=
    (continuous_pow 2).tendsto' 0 0 (by simp)
  have ht : Tendsto (fun α : ℝ => α ^ 2) (𝓝[>] 0) (𝓝[≠] 0) := by
    refine tendsto_nhdsWithin_iff.2 ⟨h0.mono_left nhdsWithin_le_nhds, ?_⟩
    filter_upwards [self_mem_nhdsWithin] with a ha
    exact pow_ne_zero 2 (Set.mem_Ioi.1 ha).ne'
  refine ((hasDerivAt_iff_tendsto_slope.1 h).comp ht).congr fun a => ?_
  rw [Function.comp_apply, slope_def_field, sub_zero]
```

## (f) The slope of the exponent

Show that at w = 0

d/dw √(1 − Z²w) = −Z²/2

The chain rule gives −Z²/(2√(1 − Z²w)), and the root equals 1 at w = 0.

```lean
/-- As a function of `w = α²`, the exponent `γ` has slope `-Z²/2` at `w = 0`. -/
theorem hasDerivAt_gamma (Z : ℝ) :
    HasDerivAt (fun w : ℝ => Real.sqrt (1 - Z ^ 2 * w)) (-(Z ^ 2 / 2)) 0 := by
  have h0 : HasDerivAt (fun w : ℝ => 1 - Z ^ 2 * w) (-(Z ^ 2)) 0 :=
    (((hasDerivAt_id' (0 : ℝ)).const_mul (Z ^ 2)).const_sub 1).congr_deriv (by ring)
  refine (h0.sqrt (by norm_num)).congr_deriv ?_
  simp only [mul_zero, sub_zero, Real.sqrt_one]
  ring
```

## (g) The logarithm at order α²

Show that for fixed r > 0, as α → 0⁺,

(G(r)/r − exp(−Zr))/α² → −(Z²/2) ln(r) exp(−Zr)

Write the power as an exponential:

G(r)/r = r^(γ−1) exp(−Zr) = exp((γ − 1) ln r) exp(−Zr)

This is f(α²) for

f(w) = exp((√(1 − Z²w) − 1) ln r) exp(−Zr)

Here f(0) = exp(−Zr), and by (f) and the chain rule f′(0) = −(Z²/2) ln(r) exp(−Zr). Part (e) gives the limit.

The limit is taken separately at each r, and its size relative to exp(−Zr) grows without bound as r → 0. With the factor N of (c), which tends to 2Z^(3/2), the logarithmic term becomes −Z^(7/2) ln(r) exp(−Zr), and the α² dependence of N adds a constant multiple of exp(−Zr).

In the code, `hf` is the derivative of f, and `e` identifies f(α²) with G(r)/r.

```lean
/-- At fixed `r > 0` the leading relativistic correction to `exp(-Zr)` in `G/r` is
`-(Z²/2) ln(r) exp(-Zr)` times `α²`. -/
theorem logarithmic_correction (Z : ℝ) {r : ℝ} (hr : 0 < r) :
    Tendsto (fun α : ℝ => (largeG Z α r / r - Real.exp (-Z * r)) / α ^ 2) (𝓝[>] 0)
      (𝓝 (-(Z ^ 2 / 2) * Real.log r * Real.exp (-Z * r))) := by
  -- write `r^(γ-1)` as an exponential and differentiate in `w = α²`
  have hf : HasDerivAt (fun w : ℝ => Real.exp (Real.log r * (Real.sqrt (1 - Z ^ 2 * w) - 1))
      * Real.exp (-Z * r)) (-(Z ^ 2 / 2) * Real.log r * Real.exp (-Z * r)) 0 := by
    refine ((((hasDerivAt_gamma Z).sub_const 1).const_mul (Real.log r)).exp.mul_const
      (Real.exp (-Z * r))).congr_deriv ?_
    simp only [mul_zero, sub_zero, Real.sqrt_one, sub_self, Real.exp_zero]
    ring
  refine (tendsto_alpha_sq hf).congr fun α => ?_
  have e : largeG Z α r / r = Real.exp (Real.log r * (Real.sqrt (1 - Z ^ 2 * α ^ 2) - 1))
      * Real.exp (-Z * r) := by
    rw [← Real.rpow_def_of_pos hr, Real.rpow_sub_one hr.ne', largeG, slater, diracGamma]
    ring
  rw [e]
  simp only [mul_zero, sub_zero, Real.sqrt_one, sub_self, Real.exp_zero, one_mul]
```

## (h) The small component at first order in α

Show that for Z > 0 and fixed r > 0, as α → 0⁺,

F(r)/α → −(Z/2) r exp(−Zr)

From the definition of F,

F(r)/α = (1/Z) · ((γ − 1)/α²) · G(r)

By (e) and (f), the middle factor tends to −Z²/2. Since γ → 1, G(r) tends to r exp(−Zr). The product of the limits is the claim. With N included, the limit is −Z^(5/2) r exp(−Zr).

In the proof, `hG` is the limit of G(r), `key` multiplies the limits, and `v` simplifies the constant.

```lean
/-- At fixed `r > 0` the small component divided by `α` tends to `-(Z/2) r exp(-Zr)`. -/
theorem small_component_limit {Z r : ℝ} (hZ : 0 < Z) (hr : 0 < r) :
    Tendsto (fun α : ℝ => smallF Z α r / α) (𝓝[>] 0)
      (𝓝 (-(Z / 2) * (r * Real.exp (-Z * r)))) := by
  have hG : Tendsto (fun α : ℝ => largeG Z α r) (𝓝[>] 0) (𝓝 (r * Real.exp (-Z * r))) := by
    have hc : Continuous fun a : ℝ =>
        Real.exp (Real.log r * Real.sqrt (1 - Z ^ 2 * a ^ 2)) * Real.exp (-Z * r) := by
      fun_prop
    have ht := hc.tendsto' 0 (r * Real.exp (-Z * r)) (by simp [Real.exp_log hr])
    refine (ht.mono_left nhdsWithin_le_nhds).congr fun a => ?_
    simp only [largeG, slater, diracGamma, Real.rpow_def_of_pos hr]
  have key := ((tendsto_alpha_sq (hasDerivAt_gamma Z)).mul hG).const_mul (1 / Z)
  have hz : 1 / Z * Z = 1 := one_div_mul_cancel hZ.ne'
  have v : 1 / Z * (-(Z ^ 2 / 2) * (r * Real.exp (-Z * r)))
      = -(Z / 2) * (r * Real.exp (-Z * r)) := by
    linear_combination (-(Z / 2) * (r * Real.exp (-Z * r))) * hz
  rw [v] at key
  refine key.congr fun α => ?_
  simp only [smallF, diracGamma, mul_zero, sub_zero, Real.sqrt_one]
  ring

end

end DiracCoulombGroundState
```

```lean
#print axioms DiracCoulombGroundState.dirac_ground_state
-- 'DiracCoulombGroundState.dirac_ground_state' depends on axioms: [propext, Classical.choice, Quot.sound]
#print axioms DiracCoulombGroundState.dirac_ansatz_unique
-- 'DiracCoulombGroundState.dirac_ansatz_unique' depends on axioms: [propext, Classical.choice, Quot.sound]
#print axioms DiracCoulombGroundState.logarithmic_correction
-- 'DiracCoulombGroundState.logarithmic_correction' depends on axioms: [propext, Classical.choice, Quot.sound]
#print axioms DiracCoulombGroundState.small_component_limit
-- 'DiracCoulombGroundState.small_component_limit' depends on axioms: [propext, Classical.choice, Quot.sound]
```
